# Tafel kinetics in an ohmic porous electrode: the slope doubles at high overpotential

In a porous electrode, the reaction takes place on pore walls throughout the depth, and the ionic current must reach them through the electrolyte. Electrolyte resistance makes the overpotential vary with depth, so a plot of overpotential against the logarithm of the total current need not have the slope of the reaction itself. How does the total current depend on the overpotential at the face where it enters?

Let $x=0$ be the sealed end and $x=L$ that face. Take a cathodic reaction, and write $\eta$ for the overpotential, counted positive in the cathodic direction, $I$ for the ionic current density counted positive towards the sealed end, $\kappa$ for the effective conductivity, $s$ for the pore area per volume, $i_0$ for the exchange current density, $\alpha$ for the transfer coefficient, $F$ for the Faraday constant, $R$ for the gas constant and $T$ for the uniform temperature. In a steady state, with a well-conducting solid and the reverse reaction neglected,

$$\frac{d\eta}{dx}=\frac{I}{\kappa},\qquad \frac{dI}{dx}=s\,i_0\,e^{\alpha F\eta/RT},\qquad I(0)=0 .$$

In Lean 4 with Mathlib:

```lean
import Mathlib

open Real Set Filter Topology

namespace PorousTafelElectrode
```

Set $u=\alpha F\eta/RT$, $i=\alpha F I/(RT\kappa)$ and $k=\alpha F s\,i_0/(RT\kappa)$. Then

$$u'=i,\qquad i'=k e^{u},\qquad i(0)=0,$$

which is $u''=ke^u$ with $u'(0)=0$. The constant $k$ compares reaction rate with conductivity.

```lean
/-- Overpotential `u` and current `i` in a porous electrode on `[0, L]`: Ohm's law `u' = i`,
Tafel charge transfer `i' = k exp u`, and no current through the end `x = 0`. -/
structure Profile (k L : ℝ) (u i : ℝ → ℝ) : Prop where
  ohm : ∀ x ∈ Icc 0 L, HasDerivWithinAt u (i x) (Icc 0 L) x
  balance : ∀ x ∈ Icc 0 L, HasDerivWithinAt i (k * exp (u x)) (Icc 0 L) x
  closed : i 0 = 0
```

`Profile k L u i` says that the real functions `u` and `i` solve these equations on $[0,L]$. `HasDerivWithinAt` on `Icc 0 L` means one-sided derivatives at the ends. The letter `i` is the scaled current, an inverse length, and the total current is $j=i(L)$, written `i L`. The model takes $k$ and $\kappa$ as constant; applying it to a real electrode requires the electrolyte composition to stay uniform, even at large current.

The overpotential $u_0=u(0)$ at the sealed end sets an inverse length $a=\sqrt{k e^{u_0}/2}$.

```lean
/-- The inverse length `√(k exp u₀ / 2)` set by the reaction rate at overpotential `u₀`. -/
noncomputable def wavenumber (k u₀ : ℝ) : ℝ := Real.sqrt (k * exp u₀ / 2)
```

The name `wavenumber` refers to the $a$ in $\cos(ax)$ below; nothing propagates.

## The first integral

For a differentiable $f$ and $0\le a<b\le L$, where $a$ and $b$ are for the moment two positions, some $c$ between them satisfies $f(b)-f(a)=f'(c)(b-a)$.

```lean
/-- The change of a differentiable field between two points of the electrode is its gradient
at some point between them times their distance. -/
theorem mean_slope {L a b : ℝ} {f f' : ℝ → ℝ}
    (h : ∀ x ∈ Icc 0 L, HasDerivWithinAt f (f' x) (Icc 0 L) x)
    (ha : 0 ≤ a) (hab : a < b) (hb : b ≤ L) :
    ∃ c ∈ Ioo a b, f b - f a = f' c * (b - a) := by
  obtain ⟨c, hc, e⟩ := exists_hasDerivAt_eq_slope f f' hab
    (fun x hx => (h x ⟨ha.trans hx.1, hx.2.trans hb⟩).continuousWithinAt.mono
      (Icc_subset_Icc ha hb))
    (fun x hx => (h x ⟨by linarith [hx.1], by linarith [hx.2]⟩).hasDerivAt
      (Icc_mem_nhds (by linarith [hx.1]) (by linarith [hx.2])))
  exact ⟨c, hc, by rw [e, div_mul_cancel₀ _ (sub_pos.2 hab).ne']⟩
```

This is Mathlib's mean value theorem, restated for one-sided derivatives at the ends. It replaces integration in what follows.

Differentiating $i^2-2ke^u$ gives

$$2i\,i'-2ke^u u'=2i\,ke^u-2ke^u i=0 .$$

The combination therefore keeps its value at $x=0$, which is $-2ke^{u(0)}$, and

$$i(x)^2=2k\left(e^{u(x)}-e^{u(0)}\right).$$

```lean
variable {k L : ℝ} {u i : ℝ → ℝ}

/-- First integral: at every depth the squared current is `2k` times the difference of
`exp u` between that depth and the closed end. -/
theorem first_integral (h : Profile k L u i) {x : ℝ} (hx : x ∈ Icc 0 L) :
    i x ^ 2 = 2 * k * (exp (u x) - exp (u 0)) := by
  rcases eq_or_lt_of_le hx.1 with h0 | h0
  · rw [← h0, h.closed]; ring
  -- the combination i² - 2k exp u has zero derivative
  have hd : ∀ y ∈ Icc 0 L, HasDerivWithinAt
      (fun y => i y * i y - 2 * k * exp (u y)) 0 (Icc 0 L) y := fun y hy =>
    (((h.balance y hy).mul (h.balance y hy)).sub
      ((h.ohm y hy).exp.const_mul (2 * k))).congr_deriv (by ring)
  obtain ⟨c, _, e⟩ := mean_slope (f' := fun _ => 0) hd le_rfl h0 hx.2
  have e' : (i x * i x - 2 * k * exp (u x)) - (i 0 * i 0 - 2 * k * exp (u 0))
      = 0 * (x - 0) := e
  rw [h.closed] at e'
  linear_combination e'
```

The case $x=0$ is treated separately, because the mean value theorem needs two distinct points. Elsewhere `hd` is the zero derivative, and `linear_combination` rearranges the result.

## Two upper bounds on the current

Take $k>0$. For $0<x\le L$, the mean value theorem gives $i(x)=k e^{u(c)}x>0$ for some $c$ in $(0,x)$.

```lean
/-- For `k > 0` the current is positive everywhere beyond the closed end. -/
theorem current_pos (hk : 0 < k) (h : Profile k L u i) {x : ℝ} (h0 : 0 < x) (hx : x ≤ L) :
    0 < i x := by
  obtain ⟨c, _, e⟩ := mean_slope h.balance le_rfl h0 hx
  have e' : i x - i 0 = k * exp (u c) * (x - 0) := e
  rw [h.closed, sub_zero, sub_zero] at e'
  rw [e']
  positivity
```

Since $u'=i$ is positive beyond the sealed end, $u(y)-u(x)=i(c)(y-x)>0$ whenever $0\le x<y\le L$.

```lean
/-- For `k > 0` the overpotential increases strictly away from the closed end. -/
theorem potential_strictMonoOn (hk : 0 < k) (h : Profile k L u i) :
    StrictMonoOn u (Icc 0 L) := by
  intro a ha b hb hab
  obtain ⟨c, hc, e⟩ := mean_slope h.ohm ha.1 hab hb.2
  have hp := current_pos hk h (lt_of_le_of_lt ha.1 hc.1) (hc.2.le.trans hb.2)
  have := mul_pos hp (sub_pos.2 hab)
  linarith
```

At $x=L$, with $L>0$, the mean value theorem gives $j=kLe^{u(c)}$ with $0<c<L$. As $u(c)<u(L)$,

$$j<kLe^{u(L)},$$

the right side being the current if the whole depth reacted at the rate of the face. Dropping the positive term $2ke^{u(0)}$ from the first integral gives $j^2<2ke^{u(L)}$, hence

$$j<\sqrt{2k}\,e^{u(L)/2}.$$

```lean
/-- For `k, L > 0` the total current `i L` obeys the first integral and lies strictly below
both the uniform-reaction current `k L exp (u L)` and `√(2k) exp (u L / 2)`. -/
theorem total_current (hk : 0 < k) (hL : 0 < L) (h : Profile k L u i) :
    i L ^ 2 = 2 * k * (exp (u L) - exp (u 0)) ∧
      i L < min (k * L * exp (u L)) (Real.sqrt (2 * k) * exp (u L / 2)) := by
  have hI := first_integral h (right_mem_Icc.2 hL.le)
  refine ⟨hI, lt_min ?_ ?_⟩
  · -- the mean reaction rate is below the rate at x = L
    obtain ⟨c, hc, e⟩ := mean_slope h.balance le_rfl hL le_rfl
    have e' : i L - i 0 = k * exp (u c) * (L - 0) := e
    rw [h.closed] at e'
    have hu := exp_lt_exp.2 (potential_strictMonoOn hk h ⟨hc.1.le, hc.2.le⟩
      (right_mem_Icc.2 hL.le) hc.2)
    have := mul_lt_mul_of_pos_left hu (mul_pos hk hL)
    linarith
  · -- drop the positive term exp (u 0) from the first integral
    have hs : exp (u L / 2) ^ 2 = exp (u L) := by rw [sq, ← exp_add, add_halves]
    refine lt_of_pow_lt_pow_left₀ 2 (by positivity) ?_
    rw [mul_pow, Real.sq_sqrt (by positivity), hs, hI]
    have := mul_pos hk (exp_pos (u 0))
    linarith
```

The theorem states the first integral at $L$ together with both bounds, joined by `min`. `lt_min` splits them, and `lt_of_pow_lt_pow_left₀` takes the square root in the second.

## A lower bound from the finite depth

Upper bounds alone do not fix a slope. A lower bound comes from solving for the current. Since $2ke^{u(0)}=4a^2$, the first integral reads $i^2=2ke^u-4a^2$, so

$$1+\left(\frac{i}{2a}\right)^2=\frac{ke^u}{2a^2},\qquad
\frac{d}{dx}\arctan\frac{i}{2a}=\frac{ke^u/(2a)}{ke^u/(2a^2)}=a .$$

The arctangent vanishes at $x=0$, and therefore $\arctan\big(i(x)/(2a)\big)=ax$.

```lean
/-- For `k > 0`, with `a` the wavenumber at the closed end, the current satisfies
`arctan (i x / (2a)) = a x` at every depth. -/
theorem arctan_current (hk : 0 < k) (h : Profile k L u i) {x : ℝ} (hx : x ∈ Icc 0 L) :
    arctan (i x / (2 * wavenumber k (u 0))) = wavenumber k (u 0) * x := by
  have ha : 0 < wavenumber k (u 0) := Real.sqrt_pos.2 (by positivity)
  have ha2 : wavenumber k (u 0) ^ 2 = k * exp (u 0) / 2 := Real.sq_sqrt (by positivity)
  generalize wavenumber k (u 0) = a at ha ha2 ⊢
  rcases eq_or_lt_of_le hx.1 with h0 | h0
  · rw [← h0, h.closed, zero_div, arctan_zero, mul_zero]
  -- by the first integral the arctangent has the constant slope a
  have hd : ∀ y ∈ Icc 0 L, HasDerivWithinAt
      (fun y => arctan (i y / (2 * a))) a (Icc 0 L) y := fun y hy => by
    refine ((h.balance y hy).div_const (2 * a)).arctan.congr_deriv ?_
    have hi : i y ^ 2 = 2 * k * exp (u y) - 4 * a ^ 2 := by
      linear_combination first_integral h hy + 4 * ha2
    have hE := exp_pos (u y)
    have h1 : 1 + (i y / (2 * a)) ^ 2 = k * exp (u y) / (2 * a ^ 2) := by
      rw [div_pow, hi]
      field_simp
      ring
    rw [h1]
    field_simp
  obtain ⟨c, _, e⟩ := mean_slope (f' := fun _ => a) hd le_rfl h0 hx.2
  have e' : arctan (i x / (2 * a)) - arctan (i 0 / (2 * a)) = a * (x - 0) := e
  rw [h.closed, zero_div, arctan_zero] at e'
  linarith
```

Here `h1` is the first displayed identity and `hd` the constant derivative. The mean value theorem then gives the linear law.

An arctangent is less than $\pi/2$, so $aL<\pi/2$ and $2ke^{u(0)}=4a^2<(\pi/L)^2$. However strongly the electrode is driven, the overpotential at the sealed end stays below a fixed value. If $kL^2\ge\pi^2/2$, this makes $u(0)$ negative, where neglecting the reverse reaction is not justified. Tafel kinetics throughout the depth therefore requires $kL^2$ to be well below $\pi^2/2$, besides a high overpotential at the face. Inserting the bound on $2ke^{u(0)}$ in the first integral gives

$$j^2>2ke^{u(L)}-(\pi/L)^2 .$$

```lean
/-- For `k, L > 0` the squared total current exceeds `2k exp (u L) - (π / L)²`. -/
theorem current_sq_lower (hk : 0 < k) (hL : 0 < L) (h : Profile k L u i) :
    2 * k * exp (u L) - (π / L) ^ 2 < i L ^ 2 := by
  have hp := arctan_lt_pi_div_two (i L / (2 * wavenumber k (u 0)))
  rw [arctan_current hk h (right_mem_Icc.2 hL.le)] at hp
  have ha : 0 ≤ wavenumber k (u 0) := Real.sqrt_nonneg _
  have ha2 : wavenumber k (u 0) ^ 2 = k * exp (u 0) / 2 := Real.sq_sqrt (by positivity)
  have h1 : 2 * wavenumber k (u 0) < π / L := by
    rw [lt_div_iff₀ hL]; linarith
  have h2 := pow_lt_pow_left₀ h1 (by positivity) two_ne_zero
  rw [mul_pow, ha2] at h2
  linarith [first_integral h (right_mem_Icc.2 hL.le)]
```

## The doubled slope

Multiply both estimates of $j^2$ by $e^{-u(L)}$:

$$2k-\left(\frac{\pi}{L}\right)^2e^{-u(L)}\le j^2e^{-u(L)}\le 2k .$$

As $u(L)\to\infty$ the left side tends to $2k$, and so does the middle. Half the logarithm gives

$$\ln j-\frac{u(L)}{2}\to\frac{\ln(2k)}{2}.$$

```lean
/-- Doubled Tafel slope: for `k, L > 0`, along profiles with `u L → ∞`, the logarithm of the
total current minus `u L / 2` tends to `log (2k) / 2`. -/
theorem tafel_high {ι : Type*} {l : Filter ι} {u i : ι → ℝ → ℝ} (hk : 0 < k) (hL : 0 < L)
    (h : ∀ n, Profile k L (u n) (i n)) (hu : Tendsto (fun n => u n L) l atTop) :
    Tendsto (fun n => log (i n L) - u n L / 2) l (𝓝 (log (2 * k) / 2)) := by
  have hE : ∀ n, exp (u n L) * exp (-(u n L)) = 1 := fun n => by
    rw [← exp_add, add_neg_cancel, exp_zero]
  have lo : ∀ n, 2 * k - (π / L) ^ 2 * exp (-(u n L)) ≤ i n L ^ 2 * exp (-(u n L)) :=
    fun n => by
      have := mul_le_mul_of_nonneg_right (current_sq_lower hk hL (h n)).le
        (exp_pos (-(u n L))).le
      linear_combination this - 2 * k * hE n
  have hi : ∀ n, i n L ^ 2 * exp (-(u n L)) ≤ 2 * k := fun n => by
    have h1 : i n L ^ 2 ≤ 2 * k * exp (u n L) := by
      have := mul_pos hk (exp_pos (u n 0))
      linarith [(total_current hk hL (h n)).1]
    have := mul_le_mul_of_nonneg_right h1 (exp_pos (-(u n L))).le
    linear_combination this + 2 * k * hE n
  have hx : Tendsto (fun n => exp (-(u n L))) l (𝓝 0) :=
    Real.tendsto_exp_neg_atTop_nhds_zero.comp hu
  have hlow := (hx.const_mul ((π / L) ^ 2)).const_sub (2 * k)
  rw [mul_zero, sub_zero] at hlow
  have key := tendsto_of_tendsto_of_tendsto_of_le_of_le hlow tendsto_const_nhds lo hi
  have heq : ∀ n, log (i n L ^ 2 * exp (-(u n L))) / 2 = log (i n L) - u n L / 2 :=
    fun n => by
      have hp := current_pos hk (h n) hL le_rfl
      rw [log_mul (pow_pos hp 2).ne' (exp_ne_zero _), log_exp, log_pow]
      push_cast
      ring
  exact ((key.log (mul_pos two_pos hk).ne').div_const 2).congr heq
```

The profiles form a family indexed by `n`, all with the same $k$ and $L$. The filter `l` lets the index be a sequence number or a continuous parameter. `lo` and `hi` are the two estimates, `key` is the squeeze, and `heq` rewrites the logarithm, using $j>0$.

The local kinetics $i'=ke^u$ have slope 1 in a plot of $u$ against the logarithm of the rate. The total current approaches a line of slope 2; the theorem concerns the distance from that line, not the derivative at each point. Within this one-dimensional model of uniform composition, a transfer coefficient read from the high-overpotential line as if the electrode were flat would come out at half its value.

## An explicit profile

For $a>0$ with $aL<\pi/2$, take

$$u=\ln\frac{2a^2}{k}-2\ln\cos(ax),\qquad i=2a\tan(ax).$$

Then $u'=2a\tan(ax)=i$, $i'=2a^2/\cos^2(ax)=ke^u$ and $i(0)=0$.

```lean
/-- For `k, a > 0` and `a L < π / 2`, the overpotential `log (2a²/k) - 2 log (cos (a x))` and
the current `2a tan (a x)` form a profile. -/
theorem profile_witness {a : ℝ} (hk : 0 < k) (ha : 0 < a) (haL : a * L < π / 2) :
    Profile k L (fun x => log (2 * a ^ 2 / k) - 2 * log (cos (a * x)))
      (fun x => 2 * a * tan (a * x)) := by
  have hc : ∀ x ∈ Icc 0 L, 0 < cos (a * x) := fun x hx => by
    have h1 := mul_nonneg ha.le hx.1
    have h2 := mul_le_mul_of_nonneg_left hx.2 ha.le
    exact cos_pos_of_mem_Ioo ⟨by linarith [pi_pos], by linarith⟩
  have hl : ∀ x : ℝ, HasDerivAt (fun y => a * y) a x := fun x => by
    simpa using (hasDerivAt_id x).const_mul a
  refine ⟨fun x hx => ?_, fun x hx => ?_, by simp⟩
  · refine ((((hl x).cos.log (hc x hx).ne').const_mul 2).const_sub
      (log (2 * a ^ 2 / k))).hasDerivWithinAt.congr_deriv ?_
    rw [tan_eq_sin_div_cos]
    ring
  · have hp := hc x hx
    have ht : HasDerivAt (fun y => tan (a * y)) (1 / cos (a * x) ^ 2 * a) x :=
      (Real.hasDerivAt_tan hp.ne').comp x (hl x)
    refine (ht.const_mul (2 * a)).hasDerivWithinAt.congr_deriv ?_
    have e2 : exp (2 * log (cos (a * x))) = cos (a * x) ^ 2 := by
      rw [two_mul, exp_add, exp_log hp]; ring
    rw [exp_sub, exp_log (by positivity), e2]
    field_simp

end PorousTafelElectrode
```

The condition on $aL$ keeps the cosine positive (`hc`), and the two remaining goals are the two differential equations. The equations thus have solutions for all $k,L>0$. Letting $a$ approach $\pi/(2L)$ in the formula sends $u(L)$ to infinity, which is the regime of the doubled slope.

```lean
#print axioms PorousTafelElectrode.tafel_high
-- 'PorousTafelElectrode.tafel_high' depends on axioms: [propext, Classical.choice, Quot.sound]
```
